# The Gram determinant after exchanging two neighbouring vectors

For a sequence of vectors in a finite-dimensional real inner product space, let D_j be the determinant of the matrix of overlaps among the first j vectors, counted from a_0. The theorem `gramDet_swapNext` says that, once a_k and a_(k+1) are exchanged, the new D_(k+1) is D_k times the squared norm of what is left of a_(k+1) when its projection onto the span of a_0, ..., a_(k-1) is removed. The vectors need be neither normalised nor linearly independent. The attempt applies `gramDet_succ` to the exchanged sequence, uses the fact that D_k is unchanged, and then tries to replace the first k exchanged vectors by the original ones inside the projection.

As first written in Lean, the proof fails:

```lean
import Mathlib

open Matrix

noncomputable section

namespace GramDetSwapNext

variable {E : Type*} [NormedAddCommGroup E] [InnerProductSpace ℝ E] [FiniteDimensional ℝ E]

/-- The Gram determinant `D_j` of the first `j` vectors `a 0, ..., a (j-1)`. -/
def gramDet (a : ℕ → E) (j : ℕ) : ℝ :=
  (Matrix.of fun i l : Fin j => inner ℝ (a i) (a l)).det

/-- The part of `x` that remains after projecting out `a 0, ..., a (k-1)`. -/
def projOut (a : ℕ → E) (k : ℕ) (x : E) : E :=
  x - (Submodule.span ℝ (Set.range fun i : Fin k => a i)).starProjection x

/-- The sequence of vectors with `a k` and `a (k+1)` exchanged. -/
def swapNext (a : ℕ → E) (k : ℕ) : ℕ → E := fun i => a (Equiv.swap k (k + 1) i)

/-- Adding one more vector multiplies the Gram determinant by the squared norm of the part of
that vector orthogonal to all earlier ones. -/
theorem gramDet_succ (a : ℕ → E) (j : ℕ) :
    gramDet a (j + 1) = gramDet a j * ‖projOut a j (a j)‖ ^ 2 := by
  obtain ⟨r, hr⟩ : ∃ r, r = projOut a j (a j) := ⟨_, rfl⟩
  rw [← hr]
  have hmem : a j - r ∈ Submodule.span ℝ (Set.range fun i : Fin j => a i) := by
    rw [hr, projOut, sub_sub_cancel]
    exact Submodule.starProjection_apply_mem _ _
  have horth : ∀ y ∈ Submodule.span ℝ (Set.range fun i : Fin j => a i), inner ℝ r y = 0 := by
    intro y hy
    rw [hr]
    exact Submodule.inner_left_of_mem_orthogonal hy
      (Submodule.sub_starProjection_mem_orthogonal _)
  -- the last vector is a combination of the earlier ones plus the orthogonal part `r`
  obtain ⟨c, hc⟩ := (Submodule.mem_span_range_iff_exists_fun ℝ).1 hmem
  have ha : a j = ∑ i : Fin j, c i • a i + r := sub_eq_iff_eq_add.1 hc.symm
  have hrow : ∀ y, ∑ i : Fin j, c i * inner ℝ (a i) y + inner ℝ r y = inner ℝ (a j) y := by
    intro y
    conv_rhs => rw [ha]
    rw [inner_add_left, sum_inner]
    simp only [real_inner_smul_left]
  have hrr : inner ℝ r (a j) = ‖r‖ ^ 2 := by
    have h := horth _ hmem
    rw [inner_sub_right, real_inner_self_eq_norm_sq] at h
    linarith
  -- block triangular factorisation of the larger Gram matrix
  have hfac : (Matrix.of fun i l : Fin (j + 1) => inner ℝ (a i) (a l)).submatrix
      (finSumFinEquiv : Fin j ⊕ Fin 1 ≃ Fin (j + 1)) finSumFinEquiv =
      fromBlocks (1 : Matrix (Fin j) (Fin j) ℝ) 0 (Matrix.of fun _ i => c i)
        (1 : Matrix (Fin 1) (Fin 1) ℝ) *
      fromBlocks (Matrix.of fun i l : Fin j => inner ℝ (a i) (a l))
        (Matrix.of fun i _ => inner ℝ (a i) (a j)) 0 (Matrix.of fun _ _ => ‖r‖ ^ 2) := by
    rw [fromBlocks_multiply]
    ext (i | i) (l | l)
    · simp
    · simp
    · have h := hrow (a l)
      rw [horth _ (Submodule.subset_span ⟨l, rfl⟩), add_zero] at h
      simpa [Matrix.mul_apply] using h.symm
    · have h := hrow (a j)
      rw [hrr] at h
      simpa [Matrix.mul_apply] using h.symm
  unfold gramDet
  rw [← det_submatrix_equiv_self (finSumFinEquiv : Fin j ⊕ Fin 1 ≃ Fin (j + 1)), hfac,
    det_mul, det_fromBlocks_zero₁₂, det_fromBlocks_zero₂₁]
  simp

omit [FiniteDimensional ℝ E] in
/-- Exchanging `a k` and `a (k+1)` leaves every Gram determinant `D_j` with `j ≠ k+1`
unchanged. -/
theorem gramDet_swapNext_of_ne (a : ℕ → E) {j k : ℕ} (h : j ≠ k + 1) :
    gramDet (swapNext a k) j = gramDet a j := by
  rcases lt_or_gt_of_ne h with hj | hj
  · -- neither exchanged vector is among the first `j`
    have hs : ∀ i : Fin j, swapNext a k i = a i := by
      intro i
      have := i.isLt
      unfold swapNext
      rw [Equiv.swap_apply_of_ne_of_ne (by omega) (by omega)]
    simp only [gramDet, hs]
  · -- both are, and the Gram matrix is merely relabelled
    let σ : Equiv.Perm (Fin j) := Equiv.swap ⟨k, by omega⟩ ⟨k + 1, hj⟩
    have hs : ∀ i : Fin j, swapNext a k i = a (σ i) := by
      intro i
      simp only [swapNext, σ, Equiv.swap_apply_def, Fin.ext_iff]
      split_ifs <;> rfl
    unfold gramDet
    rw [← det_submatrix_equiv_self σ (Matrix.of fun i l : Fin j => inner ℝ (a i) (a l))]
    congr 1
    ext i l
    simp only [Matrix.of_apply, Matrix.submatrix_apply, hs]

/-- After the exchange, `D_(k+1)` is `D_k` times the squared norm of `a (k+1)` with
`a 0, ..., a (k-1)` projected out. -/
theorem gramDet_swapNext (a : ℕ → E) (k : ℕ) :
    gramDet (swapNext a k) (k + 1) = gramDet a k * ‖projOut a k (a (k + 1))‖ ^ 2 := by
  have hf : (fun i : Fin k => swapNext a k i) = fun i : Fin k => a i := by
    funext i
    have := i.isLt
    unfold swapNext
    rw [Equiv.swap_apply_of_ne_of_ne (by omega) (by omega)]
  have hk : swapNext a k k = a (k + 1) := by simp [swapNext]
  rw [gramDet_succ, gramDet_swapNext_of_ne a (by omega), hk]
  unfold projOut
  rw [hf]

end GramDetSwapNext
```

Compiling this gives:

```
Main.lean:107:6: error: Tactic `rewrite` failed: motive is not type correct:
  fun _a =>
    gramDet a k * ‖a (k + 1) - (Submodule.span ℝ (Set.range _a)).starProjection (a (k + 1))‖ ^ 2 =
      gramDet a k * ‖a (k + 1) - (Submodule.span ℝ (Set.range fun i => a ↑i)).starProjection (a (k + 1))‖ ^ 2
Error: Application type mismatch: The argument
  projOut._proof_1 (swapNext a k) k
has type
  (Submodule.span ℝ (Set.range fun i => swapNext a k ↑i)).HasOrthogonalProjection
but is expected to have type
  (Submodule.span ℝ (Set.range _a)).HasOrthogonalProjection
in the application
  @Submodule.starProjection ℝ E Real.instRCLike inst✝² inst✝¹ (Submodule.span ℝ (Set.range _a)) ⋯

Explanation: The rewrite tactic rewrites an expression 'e' using an equality 'a = b' by the following process. First, it looks for all 'a' in 'e'. Second, it tries to abstract these occurrences of 'a' to create a function 'm := fun _a => ...', called the *motive*, with the property that 'm a' is definitionally equal to 'e'. Third, we observe that 'congrArg' implies that 'm a = m b', which can be used with lemmas such as 'Eq.mpr' to change the goal. However, if 'e' depends on specific properties of 'a', then the motive 'm' might not typecheck.

Possible solutions: use rewrite's 'occs' configuration option to limit which occurrences are rewritten, or use 'simp' or 'conv' mode, which have strategies for certain kinds of dependencies (these tactics can handle proofs and 'Decidable' instances whose types depend on the rewritten term, and 'simp' can apply user-defined '@[congr]' theorems as well).

E : Type u_1
inst✝² : NormedAddCommGroup E
inst✝¹ : InnerProductSpace ℝ E
inst✝ : FiniteDimensional ℝ E
a : ℕ → E
k : ℕ
hf : (fun i => swapNext a k ↑i) = fun i => a ↑i
hk : swapNext a k k = a (k + 1)
⊢ gramDet a k * ‖a (k + 1) - (Submodule.span ℝ (Set.range fun i => swapNext a k ↑i)).starProjection (a (k + 1))‖ ^ 2 =
    gramDet a k * ‖a (k + 1) - (Submodule.span ℝ (Set.range fun i => a ↑i)).starProjection (a (k + 1))‖ ^ 2
```

What went wrong. The equation `hf` is correct, but `rw [hf]` cannot use it here. Besides the subspace, `starProjection` takes a proof that this subspace has an orthogonal projection. The rewrite puts a variable `_a` for the family of vectors in the subspace, but the proof, `projOut._proof_1 (swapNext a k) k`, does not contain the family in the form `hf` looks for. It therefore stays as it was and still concerns the old span, so the expression no longer type-checks. This is the "motive is not type correct" error.

The repair first proves `hcongr` for two arbitrary families `f` and `g`. As these are variables, `subst` can make them the same throughout, and `rfl` finishes. Applying `hcongr` to `hf` gives `hproj`, an equation between the two `projOut` terms. Lean unfolds `projOut` to check this, and any two proofs of the same proposition count as equal. The last `rw` then replaces the `projOut` term as a whole, so subspace and proof change together, and `unfold projOut` is no longer needed.

The mended proof, as a diff:

```diff
@@ -103,7 +103,14 @@
     rw [Equiv.swap_apply_of_ne_of_ne (by omega) (by omega)]
   have hk : swapNext a k k = a (k + 1) := by simp [swapNext]
-  rw [gramDet_succ, gramDet_swapNext_of_ne a (by omega), hk]
-  unfold projOut
-  rw [hf]
+  -- equal families of vectors have the same projection onto their span
+  have hcongr : ∀ f g : Fin k → E, f = g → ∀ x : E,
+      x - (Submodule.span ℝ (Set.range f)).starProjection x =
+        x - (Submodule.span ℝ (Set.range g)).starProjection x := by
+    intro f g hfg x
+    subst hfg
+    rfl
+  have hproj : projOut (swapNext a k) k (a (k + 1)) = projOut a k (a (k + 1)) :=
+    hcongr _ _ hf _
+  rw [gramDet_succ, gramDet_swapNext_of_ne a (by omega), hk, hproj]
 
 end GramDetSwapNext
```
